# For β > 0 and a nonzero gap, the thermal second-order factor lies between β times the reverse and forward weights

Take two levels with energies x and y, measured from the chemical potential, at inverse temperature β = 1/(k_B T). The Fermi occupation of a level is

n(x) = 1/(1 + exp(βx)).

Moving an electron from x to y needs the first level occupied and the second vacant. The reverse move needs the opposite. For independent levels these two situations have the weights

F = n(x)(1 − n(y)),  G = n(y)(1 − n(x)).

Since 1 − n(x) = exp(βx) n(x), both weights contain the product n(x)n(y), and they differ only in an exponential:

F = n(x)n(y) exp(βy),  G = n(x)n(y) exp(βx).

With the gap D = y − x this gives G = F exp(−βD). For β = 1, x = 0 and y = ln 2, the occupations are 1/2 and 1/3, so F = 1/3 and G = 1/6. The factor (F − G)/D is then about 0.240, which lies between βG and βF. The problems below show that, for β > 0 and D ≠ 0, the same happens for any number of levels on either side, and in particular for the double excitations of second-order perturbation theory.

## Levels, weights and gaps

```lean
import Mathlib

open Filter Topology

namespace FiniteTemperatureSecondOrder

noncomputable section
```

The occupation is a function of two real numbers, β and x. The definition accepts any real β; the theorems assume β > 0 only in (f), (g) and (h).

```lean
/-- The Fermi occupation at inverse temperature `β` of a level with energy `x`
measured from the chemical potential. -/
def fermi (β x : ℝ) : ℝ := 1 / (1 + Real.exp (β * x))
```

The spin orbitals are labelled by a type `ι`, and `e` gives each one its energy relative to the chemical potential. An excitation is a pair of finite sets, I for the orbitals that are emptied and A for those that are filled. Its weight is

W(I→A) = ∏_{i∈I} n(e_i) · ∏_{a∈A} (1 − n(e_a)),

written `weight β e I A`. The reverse weight W(A→I) is `weight β e A I`. The product form belongs to a non-interacting reference, in which orbitals are occupied independently, when I and A have no orbital in common. The definition itself allows an overlap, and it doesn't require I and A to have the same size.

```lean
variable {ι : Type*}

/-- The thermal weight of an excitation from the orbitals `I` to the orbitals `A`:
occupations of `I` times vacancies of `A`. -/
def weight (β : ℝ) (e : ι → ℝ) (I A : Finset ι) : ℝ :=
  (∏ i ∈ I, fermi β (e i)) * ∏ a ∈ A, (1 - fermi β (e a))
```

The gap is the energy of the filled orbitals minus that of the emptied ones:

D = Σ_{a∈A} e_a − Σ_{i∈I} e_i.

When I and A have equal size, the chemical potential cancels from D.

```lean
/-- The energy of the orbitals `A` minus the energy of the orbitals `I`. -/
def gap (e : ι → ℝ) (I A : Finset ι) : ℝ := ∑ a ∈ A, e a - ∑ i ∈ I, e i
```

## (a) Every occupation is positive

Show that n(x) > 0 for all real β and x.

The exponential is positive, so 1 + exp(βx) is positive, and so is its reciprocal. After the definition is unfolded, `positivity` carries out this argument.

```lean
/-- The Fermi occupation is positive. -/
theorem fermi_pos (β x : ℝ) : 0 < fermi β x := by
  unfold fermi
  positivity
```

## (b) A vacancy is an occupation times exp(βx)

Show that 1 − n(x) = exp(βx) n(x).

Multiplying the definition of n by its denominator gives

(1 + exp(βx)) n(x) = 1.

Expand the left side and move n(x) to the right:

exp(βx) n(x) = 1 − n(x).

In the proof, `h` is the first of these equations, and `linear_combination` does the rearrangement.

```lean
/-- The vacancy of a level is its occupation times the inverse Boltzmann factor. -/
theorem one_sub_fermi (β x : ℝ) :
    1 - fermi β x = Real.exp (β * x) * fermi β x := by
  have h0 : 1 + Real.exp (β * x) ≠ 0 := by positivity
  have h : (1 + Real.exp (β * x)) * fermi β x = 1 := mul_one_div_cancel h0
  linear_combination (-1 : ℝ) * h
```

## (c) Every excitation has a positive weight

Show that W(I→A) > 0 for all finite sets I and A.

The factors n(e_i) are positive by (a). The factors 1 − n(e_a) equal exp(βe_a) n(e_a) by (b), and are therefore positive as well. A finite product of positive numbers is positive, and an empty product is 1, so empty sets are included. `Finset.prod_pos` handles each of the two products.

```lean
/-- The thermal weight of every excitation is positive. -/
theorem weight_pos (β : ℝ) (e : ι → ℝ) (I A : Finset ι) : 0 < weight β e I A := by
  refine mul_pos (Finset.prod_pos fun i _ => fermi_pos β (e i))
    (Finset.prod_pos fun a _ => ?_)
  rw [one_sub_fermi]
  exact mul_pos (Real.exp_pos _) (fermi_pos β (e a))
```

## (d) The weight as a common product and one exponential

Show that

W(I→A) = ∏_{i∈I} n(e_i) · exp(β Σ_{a∈A} e_a) · ∏_{a∈A} n(e_a).

Apply (b) to each vacancy:

∏_{a∈A} (1 − n(e_a)) = ∏_{a∈A} exp(βe_a) n(e_a).

The product of the exponentials is the exponential of the sum of their exponents, which gives the claim. In Lean, `Real.exp_sum` turns the exponential of a sum into a product, `Finset.prod_mul_distrib` merges the two products, and `one_sub_fermi` compares them factor by factor.

```lean
/-- The weight is the product of all occupations involved times the inverse Boltzmann
factor of the orbitals being filled. -/
theorem weight_eq (β : ℝ) (e : ι → ℝ) (I A : Finset ι) :
    weight β e I A = (∏ i ∈ I, fermi β (e i)) *
      (Real.exp (β * ∑ a ∈ A, e a) * ∏ a ∈ A, fermi β (e a)) := by
  have h : ∏ a ∈ A, (1 - fermi β (e a)) =
      Real.exp (β * ∑ a ∈ A, e a) * ∏ a ∈ A, fermi β (e a) := by
    rw [Finset.mul_sum, Real.exp_sum, ← Finset.prod_mul_distrib]
    exact Finset.prod_congr rfl fun a _ => one_sub_fermi β (e a)
  rw [weight, h]
```

## (e) Detailed balance

Show that W(A→I) = W(I→A) exp(−βD).

Let P be the product of the occupations over I times the product over A, and let E_I and E_A be the energy sums over the two sets. By (d),

W(I→A) = P exp(βE_A),  W(A→I) = P exp(βE_I).

Since D = E_A − E_I, we have E_I = E_A − D, and hence

W(A→I) = P exp(βE_A) exp(−βD) = W(I→A) exp(−βD).

The auxiliary equation `h` is this splitting of exp(βE_I). Both weights are then rewritten by (d), and `ring` matches the common factors. No sign of β or D is assumed.

```lean
/-- Detailed balance: the reverse weight is the forward weight times the Boltzmann
factor of the excitation energy. -/
theorem detailed_balance (β : ℝ) (e : ι → ℝ) (I A : Finset ι) :
    weight β e A I = weight β e I A * Real.exp (-β * gap e I A) := by
  have h : Real.exp (β * ∑ i ∈ I, e i) =
      Real.exp (β * ∑ a ∈ A, e a) * Real.exp (-β * gap e I A) := by
    rw [← Real.exp_add]
    congr 1
    unfold gap
    ring
  rw [weight_eq β e A I, weight_eq β e I A, h]
  ring
```

## (f) A one-sided bound from the tangent to the exponential

Let β > 0 and D ≠ 0, and write F = W(I→A) and G = W(A→I). Show that F − G < FβD.

The exponential lies strictly above its tangent at zero, except at the point of contact:

1 + u < exp(u) for u ≠ 0.

Put u = −βD, which is nonzero, and multiply by F > 0:

F − FβD < F exp(−βD) = G.

Rearranging gives the claim. It holds for either sign of D. The Lean proof takes the same steps: `Real.add_one_lt_exp` is the tangent inequality, `weight_pos` permits the multiplication, and `detailed_balance`, used from right to left, replaces the exponential by the reverse weight.

```lean
/-- For `β > 0` and a nonzero gap, the forward weight minus the reverse weight is less than the
forward weight times the gap in thermal units. -/
theorem weight_sub_lt {β : ℝ} (hβ : 0 < β) (e : ι → ℝ) (I A : Finset ι)
    (hD : gap e I A ≠ 0) :
    weight β e I A - weight β e A I < weight β e I A * (β * gap e I A) := by
  -- the exponential lies strictly above its tangent at zero
  have h1 := Real.add_one_lt_exp (mul_ne_zero (neg_ne_zero.mpr hβ.ne') hD)
  have h2 := mul_lt_mul_of_pos_left h1 (weight_pos β e I A)
  rw [← detailed_balance] at h2
  nlinarith [h2]
```

## (g) Bounds on both sides for an excitation of any rank

With the same assumptions, show that

β min(F, G) < (F − G)/D < β max(F, G).

Exchange I and A in (f). The weights trade places and the gap changes sign, so

G − F < −GβD, that is, GβD < F − G.

Together with (f) this gives

GβD < F − G < FβD.

If D > 0, division by D keeps the order:

βG < (F − G)/D < βF.

If D < 0, division reverses it:

βF < (F − G)/D < βG.

In both cases the lower end is at least β min(F, G) and the upper end is at most β max(F, G).

In the proof, `hu` is the bound from (f) and `hl` is its exchanged version. The split on the sign of D selects the matching rule for division. The proof never has to decide which weight is larger, because the minimum is at most either weight and the maximum is at least either weight.

```lean
/-- For `β > 0` and an excitation of any rank with nonzero gap, the forward weight minus the reverse
weight, divided by the gap, lies strictly between `β` times the smaller and `β` times the larger of
the two weights. -/
theorem thermal_factor_bounds {β : ℝ} (hβ : 0 < β) (e : ι → ℝ) (I A : Finset ι)
    (hD : gap e I A ≠ 0) :
    β * min (weight β e I A) (weight β e A I) <
        (weight β e I A - weight β e A I) / gap e I A ∧
      (weight β e I A - weight β e A I) / gap e I A <
        β * max (weight β e I A) (weight β e A I) := by
  have hs : gap e A I = -gap e I A := by
    unfold gap
    ring
  have hu := weight_sub_lt hβ e I A hD
  -- exchanging the two sets of orbitals gives the lower bound
  have hl := weight_sub_lt hβ e A I (by rw [hs]; exact neg_ne_zero.mpr hD)
  rw [hs] at hl
  rcases lt_or_gt_of_ne hD with h | h
  · constructor
    · refine lt_of_le_of_lt (mul_le_mul_of_nonneg_left (min_le_left _ _) hβ.le) ?_
      rw [lt_div_iff_of_neg h]
      nlinarith [hu]
    · refine lt_of_lt_of_le ?_ (mul_le_mul_of_nonneg_left (le_max_right _ _) hβ.le)
      rw [div_lt_iff_of_neg h]
      nlinarith [hl]
  · constructor
    · refine lt_of_le_of_lt (mul_le_mul_of_nonneg_left (min_le_right _ _) hβ.le) ?_
      rw [lt_div_iff₀ h]
      nlinarith [hl]
    · refine lt_of_lt_of_le ?_ (mul_le_mul_of_nonneg_left (le_max_left _ _) hβ.le)
      rw [div_lt_iff₀ h]
      nlinarith [hu]
```

## (h) Double excitations

For β > 0 and orbitals i ≠ j and a ≠ c, let

F = n(e_i) n(e_j) (1 − n(e_a)) (1 − n(e_c)),

G = n(e_a) n(e_c) (1 − n(e_i)) (1 − n(e_j)),

D = e_a + e_c − e_i − e_j.

Show that G = F exp(−βD) and that, for D ≠ 0,

0 < (F − G)/D < β max(F, G).

Take I = {i, j} and A = {a, c}. The products and sums over these sets have two terms each, so F, G and D are the forward weight, the reverse weight and the gap. Detailed balance is then (e), and the upper bound is (g). For positivity, both weights are positive by (c), so β min(F, G) > 0, and the factor lies above this number.

The equations `eF`, `eG` and `eD` make the identification, and `lt_trans` joins the two inequalities that give positivity. The conditions i ≠ j and a ≠ c ensure that each set really has two members. With antisymmetrised integrals nothing is lost by them, since the integral vanishes when i = j or a = c. The condition D ≠ 0 excludes degeneracy, where Lean would evaluate the quotient as 0 and positivity would fail.

```lean
/-- For `β > 0` and a double excitation `i, j → a, c` with `i ≠ j` and `a ≠ c`, the weights obey
detailed balance, and for a nonzero gap the second-order factor is positive and below `β` times the
larger weight. -/
theorem double_excitation_factor [DecidableEq ι] {β : ℝ} (hβ : 0 < β) (e : ι → ℝ)
    {i j a c : ι} (hij : i ≠ j) (hac : a ≠ c) {F G D : ℝ}
    (hF : F = fermi β (e i) * fermi β (e j) *
      ((1 - fermi β (e a)) * (1 - fermi β (e c))))
    (hG : G = fermi β (e a) * fermi β (e c) *
      ((1 - fermi β (e i)) * (1 - fermi β (e j))))
    (hD : D = e a + e c - (e i + e j)) :
    G = F * Real.exp (-β * D) ∧
      (D ≠ 0 → 0 < (F - G) / D ∧ (F - G) / D < β * max F G) := by
  have eF : weight β e {i, j} {a, c} = F := by
    rw [hF, weight, Finset.prod_pair hij, Finset.prod_pair hac]
  have eG : weight β e {a, c} {i, j} = G := by
    rw [hG, weight, Finset.prod_pair hac, Finset.prod_pair hij]
  have eD : gap e {i, j} {a, c} = D := by
    rw [hD, gap, Finset.sum_pair hac, Finset.sum_pair hij]
  have pF : 0 < F := eF ▸ weight_pos β e {i, j} {a, c}
  have pG : 0 < G := eG ▸ weight_pos β e {a, c} {i, j}
  constructor
  · have h := detailed_balance β e {i, j} {a, c}
    rwa [eF, eG, eD] at h
  · intro h0
    have h := thermal_factor_bounds hβ e {i, j} {a, c} (by rw [eD]; exact h0)
    rw [eF, eG, eD] at h
    exact ⟨lt_trans (mul_pos hβ (lt_min pF pG)) h.1, h.2⟩
```

## (i) The limit of zero gap

Fix F and let G = F exp(−βD). Show that (F − G)/D tends to βF as D → 0.

Define g(D) = F − F exp(−βD). Then g(0) = 0, and

g′(D) = βF exp(−βD), so g′(0) = βF.

The factor is the difference quotient of g at zero:

(F − G)/D = (g(D) − g(0))/D → g′(0) = βF.

The singularity at D = 0 is therefore removable. In Lean, `𝓝[≠] 0` means that D approaches zero without taking that value. The derivative of g is assembled by the chain rule, and `hasDerivAt_iff_tendsto_slope_zero` turns it into the limit of the quotient. Here β and F may be any real numbers.

In an actual approach to degeneracy the orbital energies move, and F moves with them. The bounds in (g) still settle the matter when β > 0: F and G approach a common value, and the factor is squeezed onto β times that value. This last argument is a consequence drawn in prose and is not one of the theorems in the file.

```lean
/-- At fixed forward weight `F`, the factor built with the detailed-balance reverse
weight tends to `β F` as the gap `D` goes to zero. -/
theorem zero_gap_limit (β F : ℝ) :
    Tendsto (fun D : ℝ => (F - F * Real.exp (-β * D)) / D) (𝓝[≠] 0) (𝓝 (β * F)) := by
  have h1 : HasDerivAt (fun D : ℝ => -β * D) (-β) 0 :=
    ((hasDerivAt_id' (0 : ℝ)).const_mul (-β)).congr_deriv (mul_one _)
  have h : HasDerivAt (fun D : ℝ => F - F * Real.exp (-β * D)) (β * F) 0 :=
    ((h1.exp.const_mul F).const_sub F).congr_deriv (by
      rw [mul_zero, Real.exp_zero]
      ring)
  -- the factor is the difference quotient at zero gap
  refine (hasDerivAt_iff_tendsto_slope_zero.mp h).congr fun t => ?_
  simp only [smul_eq_mul, zero_add, mul_zero, Real.exp_zero]
  ring

end

end FiniteTemperatureSecondOrder
```

```lean
#print axioms FiniteTemperatureSecondOrder.thermal_factor_bounds
#print axioms FiniteTemperatureSecondOrder.double_excitation_factor
#print axioms FiniteTemperatureSecondOrder.zero_gap_limit
```

```
'FiniteTemperatureSecondOrder.thermal_factor_bounds' depends on axioms: [propext, Classical.choice, Quot.sound]
'FiniteTemperatureSecondOrder.double_excitation_factor' depends on axioms: [propext, Classical.choice, Quot.sound]
'FiniteTemperatureSecondOrder.zero_gap_limit' depends on axioms: [propext, Classical.choice, Quot.sound]
```

## The factor in a second-order calculation

In finite-temperature perturbation theory on a non-interacting reference with fixed orbital energies, the doubles part of the second-order grand potential can be written as

Ω₂(doubles) = −(1/8) Σ_{ijac} |v_{ijac}|² (F − G)/D,

where v_{ijac} is the antisymmetrised two-electron integral and all four indices run over all spin orbitals. Terms with D = 0 take the limiting value βF. Each term is then zero or negative, and at fixed temperature a small gap cannot make it diverge.

A program that forms F − G and divides by D loses digits when the gap is small, because the two weights nearly cancel. Detailed balance removes the subtraction. For D ≠ 0, and with M = max(F, G),

(F − G)/D = M (1 − exp(−β|D|))/|D|.

The difference 1 − exp(−β|D|) can be computed as `-expm1(-beta*abs(D))`, which stays accurate for small arguments, and the exponential can't overflow because its exponent is never positive. At D = 0 the code returns βM. The vacancies are best computed directly as 1/(1 + exp(−βx)), since subtracting an occupation close to 1 from 1 loses digits too.
